# The renormalized radiative shift of a finite-level system grows as half a double commutator times the logarithm of the cutoff

An electron in a two-level atom, with energies $0$ and $D>0$, emits a virtual photon of energy $k$ and reabsorbs it. With a common prefactor removed, second-order perturbation theory in the dipole approximation lowers the ground state by $\int_0^K k\,|P_{10}|^2/(k+D)\,dk$, where $P$ is a momentum component without diagonal elements and $K$ is the photon cutoff. A free electron with the same mean square momentum is lowered by $\int_0^K |P_{10}|^2\,dk$, which already belongs to its observed mass. The bound electron is lowered by less, so relative to the free one its energy is raised by

$$\int_0^K \frac{w}{k+D}\,dk = w\ln K - w\ln D + w\ln\!\left(1+\frac DK\right),\qquad w=|P_{10}|^2D .$$

The last term vanishes as $K\to\infty$. The coefficient $w$ needs no sum over states: it equals $\tfrac12\langle 0|[P,[H,P]]|0\rangle$, with $H$ the Hamiltonian.

The same holds for any finite number of levels above a nondegenerate ground state. This is the logarithm in the nonrelativistic part of the Lamb shift, here for a finite spectrum and with $K$ left as a parameter; photon energies comparable with the electron's rest energy call for a relativistic treatment.

## States, weights and the photon integral

The ground state is labelled $g$, the levels have energies $E_n$, and $D_n=E_n-E_g$. In Lean, `V` is a complex inner product space and `ι` is the finite set of level labels. The inner product is conjugate-linear in its first argument.

```lean
import Mathlib

open Finset Filter Topology
open scoped InnerProductSpace

namespace BetheRadiativeShift

noncomputable section

variable {ι V : Type*} [Fintype ι] [DecidableEq ι]
  [NormedAddCommGroup V] [InnerProductSpace ℂ V]
```

The operators $H$ and $P$ are linear maps on `V`, and products of maps are compositions. The double commutator is written out as $P(HP-PH)-(HP-PH)P$.

```lean
/-- The double commutator `[P, [H, P]]`. -/
def doubleCommutator (H P : Module.End ℂ V) : Module.End ℂ V :=
  P * (H * P - P * H) - (H * P - P * H) * P
```

Each transition has the weight $w_n=|\langle n|P|g\rangle|^2D_n$. The orthonormal basis `b` supplies the normalised states $|n\rangle$.

```lean
/-- The weight `|⟨n|P|g⟩|² (E n - E g)` of the transition from `g` to `n`. -/
def weight (b : OrthonormalBasis ι ℂ V) (P : Module.End ℂ V) (E : ι → ℝ) (g n : ι) : ℝ :=
  ‖⟪b n, P (b g)⟫_ℂ‖ ^ 2 * (E n - E g)
```

The total weight is $S=\sum_{n\ne g}w_n$. Despite its name, `strength` is not the dimensionless oscillator strength.

```lean
/-- The total weight `S` of all transitions from `g` to the other states. -/
def strength (b : OrthonormalBasis ι ℂ V) (P : Module.End ℂ V) (E : ι → ℝ) (g : ι) : ℝ :=
  ∑ n ∈ univ.erase g, weight b P E g n
```

The other constant is $L=\sum_{n\neq g}w_n\ln D_n$. A change of energy unit inside the logarithms alters $S\ln K$ and $L$ equally, so $S\ln K-L$ is unaffected.

```lean
/-- The weighted sum of the logarithms of the excitation energies, for `E n > E g`
whenever `n ≠ g`. -/
def logMoment (b : OrthonormalBasis ι ℂ V) (P : Module.End ℂ V) (E : ι → ℝ) (g : ι) : ℝ :=
  ∑ n ∈ univ.erase g, weight b P E g n * Real.log (E n - E g)
```

For many levels the mass subtraction works term by term, since $\langle g|P^2|g\rangle=\sum_n|\langle n|P|g\rangle|^2$ and $1-k/(k+D_n)=D_n/(k+D_n)$. The term $n=g$ cancels completely. What remains is

$$\Delta(K)=\int_0^K\sum_{n\ne g}\frac{w_n}{k+D_n}\,dk .$$

Lean takes this integral as the definition of the shift; the perturbation theory behind it is physical input.

```lean
/-- The renormalized shift, in units of its prefactor, with photon energies `k` integrated
from `0` to the cutoff `K`; its domain is `K ≥ 0` and `E n > E g` for `n ≠ g`. -/
def shift (b : OrthonormalBasis ι ℂ V) (P : Module.End ℂ V) (E : ι → ℝ) (g : ι) (K : ℝ) : ℝ :=
  ∫ k in (0 : ℝ)..K, ∑ n ∈ univ.erase g, weight b P E g n / (k + (E n - E g))
```

The Bethe mean excitation energy is $\bar k=e^{L/S}$, a weighted geometric mean of the $D_n$. Its logarithm, with energies in a chosen unit, is the textbook Bethe logarithm.

```lean
/-- The Bethe mean excitation energy: the weighted geometric mean of the excitation
energies, for nonzero total weight and `E n > E g` whenever `n ≠ g`. -/
def meanEnergy (b : OrthonormalBasis ι ℂ V) (P : Module.End ℂ V) (E : ι → ℝ) (g : ι) : ℝ :=
  Real.exp (logMoment b P E g / strength b P E g)
```

## The total weight as a double commutator

Let $H|n\rangle=E_n|n\rangle$ with real $E_n$. Expanding any vector as $x=\sum_m\langle m|x\rangle\,|m\rangle$ gives

$$\langle n|Hx\rangle=\sum_m E_m\langle m|x\rangle\langle n|m\rangle=E_n\langle n|x\rangle .$$

So $H$ acts to the left on its eigenstates, and its Hermiticity need not be assumed separately. The proof makes the same expansion, and `simp` collapses the sum by orthonormality.

```lean
variable (b : OrthonormalBasis ι ℂ V) (H P : Module.End ℂ V) (E : ι → ℝ) (g : ι)

/-- If `H` has the orthonormal eigenbasis `b` with real energies `E`, then
`⟨n|H|x⟩ = E n ⟨n|x⟩` for every vector `x`. -/
theorem inner_energy (hE : ∀ n, H (b n) = (E n : ℂ) • b n) (n : ι) (x : V) :
    ⟪b n, H x⟫_ℂ = (E n : ℂ) * ⟪b n, x⟫_ℂ := by
  conv_lhs => rw [← b.sum_repr' x]
  simp only [map_sum, map_smul, hE, inner_sum, inner_smul_right,
    orthonormal_iff_ite.mp b.orthonormal, mul_ite, mul_one, mul_zero,
    Finset.sum_ite_eq, Finset.mem_univ, if_true]
  ring
```

Now expand the double commutator in the state $g$:

$$\langle g|[P,[H,P]]|g\rangle=2\langle g|PHP|g\rangle-\langle g|P^2H|g\rangle-\langle g|HP^2|g\rangle=2\langle g|P(H-E_g)P|g\rangle .$$

Inserting a complete set of energy eigenstates and using $P^\dagger=P$ gives

$$\langle g|P(H-E_g)P|g\rangle=\sum_n|\langle n|P|g\rangle|^2(E_n-E_g)=S .$$

The term $n=g$ is zero, so including it changes nothing. In the proof, `key` is the first display and `hsum` the second; `Finset.sum_erase` then removes the zero term. The hypothesis `LinearMap.IsSymmetric P` expresses the Hermiticity of $P$. The equation is between complex numbers, so it also says that the expectation value is real. It holds for any eigenstate $g$, ground state or not.

```lean
/-- Sum rule: for symmetric `P` and an orthonormal eigenbasis of `H` with real energies, the
total weight is half the expectation value of `[P, [H, P]]` in the state `g`. -/
theorem strength_eq_doubleCommutator (hE : ∀ n, H (b n) = (E n : ℂ) • b n)
    (hP : LinearMap.IsSymmetric P) :
    (strength b P E g : ℂ) = ⟪b g, doubleCommutator H P (b g)⟫_ℂ / 2 := by
  have h1 : ⟪P (b g), H (P (b g))⟫_ℂ = ⟪b g, P (H (P (b g)))⟫_ℂ := hP _ _
  have h2 : ⟪P (b g), P (b g)⟫_ℂ = ⟪b g, P (P (b g))⟫_ℂ := hP _ _
  -- expand the double commutator in the state g
  have key : ⟪b g, doubleCommutator H P (b g)⟫_ℂ
      = 2 * (⟪P (b g), H (P (b g))⟫_ℂ - (E g : ℂ) * ⟪P (b g), P (b g)⟫_ℂ) := by
    simp only [doubleCommutator, LinearMap.sub_apply, Module.End.mul_apply, map_sub,
      inner_sub_right, hE g, map_smul, inner_smul_right, inner_energy b H E hE]
    rw [← h1, ← h2]
    ring
  -- insert a complete set of energy eigenstates
  have hsum : ⟪P (b g), H (P (b g))⟫_ℂ - (E g : ℂ) * ⟪P (b g), P (b g)⟫_ℂ
      = ∑ n, (weight b P E g n : ℂ) := by
    rw [← b.sum_inner_mul_inner (P (b g)) (H (P (b g))),
      ← b.sum_inner_mul_inner (P (b g)) (P (b g)), Finset.mul_sum, ← Finset.sum_sub_distrib]
    refine Finset.sum_congr rfl fun n _ => ?_
    have hn : ⟪P (b g), b n⟫_ℂ * ⟪b n, P (b g)⟫_ℂ = (‖⟪b n, P (b g)⟫_ℂ‖ : ℂ) ^ 2 := by
      rw [← inner_conj_symm (P (b g)) (b n), mul_comm, Complex.mul_conj,
        Complex.normSq_eq_norm_sq]
      push_cast
      rfl
    rw [inner_energy b H E hE]
    simp only [weight]
    push_cast
    linear_combination ((E n : ℂ) - E g) * hn
  rw [key, hsum, strength, Finset.sum_erase _ (by simp [weight])]
  push_cast
  ring
```

## The integral in closed form

From here on $E_n>E_g$ for every $n\ne g$, which is the hypothesis `hD`. So $g$ is the ground state, and an excited state such as the $2s$ state of hydrogen is not covered. Excited levels may be degenerate among themselves. The denominators $k+D_n$ are then positive on $[0,K]$, and $w_n\ln(k+D_n)$ is an antiderivative of $w_n/(k+D_n)$. Hence

$$\Delta(K)=\sum_{n\ne g}w_n\left[\ln(K+D_n)-\ln D_n\right].$$

The proof establishes the nonzero denominators (`hpos`), the derivative (`hder`) and the continuity of the integrand (`hcont`), then applies the fundamental theorem of calculus.

```lean
/-- For a nondegenerate ground state and a cutoff `K ≥ 0`, the photon integral is a weighted
sum of differences of logarithms. -/
theorem shift_eq (hD : ∀ n, n ≠ g → E g < E n) {K : ℝ} (hK : 0 ≤ K) :
    shift b P E g K = ∑ n ∈ univ.erase g,
      weight b P E g n * (Real.log (K + (E n - E g)) - Real.log (E n - E g)) := by
  have hpos : ∀ k ∈ Set.uIcc 0 K, ∀ n ∈ univ.erase g, k + (E n - E g) ≠ 0 := by
    intro k hk n hn
    rw [Set.uIcc_of_le hK] at hk
    have h := hD n (Finset.ne_of_mem_erase hn)
    have h0 := hk.1
    exact ne_of_gt (by linarith)
  have hder : ∀ k ∈ Set.uIcc 0 K, HasDerivAt
      (fun k => ∑ n ∈ univ.erase g, weight b P E g n * Real.log (k + (E n - E g)))
      (∑ n ∈ univ.erase g, weight b P E g n / (k + (E n - E g))) k := by
    intro k hk
    refine HasDerivAt.fun_sum fun n hn => ?_
    exact ((((hasDerivAt_id' k).add_const (E n - E g)).log (hpos k hk n hn)).const_mul
      (weight b P E g n)).congr_deriv (by ring)
  have hcont : ContinuousOn
      (fun k => ∑ n ∈ univ.erase g, weight b P E g n / (k + (E n - E g))) (Set.uIcc 0 K) :=
    continuousOn_finsetSum _ fun n hn =>
      ContinuousOn.div continuousOn_const (by fun_prop) fun k hk => hpos k hk n hn
  rw [shift, intervalIntegral.integral_eq_sub_of_hasDerivAt hder hcont.intervalIntegrable,
    ← Finset.sum_sub_distrib]
  refine Finset.sum_congr rfl fun n _ => ?_
  rw [zero_add, mul_sub]
```

## What is left at a finite cutoff

Subtracting $S\ln K-L$ removes every $\ln D_n$:

$$\Delta(K)-(S\ln K-L)=\sum_{n\ne g}w_n\ln\!\left(1+\frac{D_n}{K}\right).$$

For $x\ge0$ we have $0\le\ln(1+x)\le x$, and all the weights are nonnegative. The remainder therefore lies between $0$ and $\frac1K\sum_{n\neq g} w_nD_n$. In Lean, `heq` is the displayed identity, and the upper bound comes from $\ln y\le y-1$ at $y=(K+D_n)/K$.

```lean
/-- For a nondegenerate ground state and a cutoff `K > 0`, the shift exceeds
`S ln K - ∑ w_n ln (E n - E g)` by a nonnegative amount of at most `(∑ w_n (E n - E g)) / K`. -/
theorem remainder_bounds (hD : ∀ n, n ≠ g → E g < E n) {K : ℝ} (hK : 0 < K) :
    0 ≤ shift b P E g K - (strength b P E g * Real.log K - logMoment b P E g) ∧
    shift b P E g K - (strength b P E g * Real.log K - logMoment b P E g)
      ≤ (∑ n ∈ univ.erase g, weight b P E g n * (E n - E g)) / K := by
  have heq : shift b P E g K - (strength b P E g * Real.log K - logMoment b P E g)
      = ∑ n ∈ univ.erase g,
        weight b P E g n * (Real.log (K + (E n - E g)) - Real.log K) := by
    rw [shift_eq b P E g hD hK.le, strength, logMoment, Finset.sum_mul,
      ← Finset.sum_sub_distrib, ← Finset.sum_sub_distrib]
    exact Finset.sum_congr rfl fun n _ => by ring
  have hgap : ∀ n ∈ univ.erase g, 0 < E n - E g := fun n hn =>
    sub_pos.mpr (hD n (Finset.ne_of_mem_erase hn))
  have hw : ∀ n ∈ univ.erase g, 0 ≤ weight b P E g n := fun n hn =>
    mul_nonneg (sq_nonneg _) (hgap n hn).le
  rw [heq]
  constructor
  · refine Finset.sum_nonneg fun n hn => mul_nonneg (hw n hn) (sub_nonneg.mpr ?_)
    exact Real.log_le_log hK (by linarith [hgap n hn])
  · rw [Finset.sum_div]
    refine Finset.sum_le_sum fun n hn => ?_
    have hs : 0 < K + (E n - E g) := add_pos hK (hgap n hn)
    -- ln(1 + D/K) ≤ D/K
    have hl := Real.log_le_sub_one_of_pos (div_pos hs hK)
    rw [Real.log_div hs.ne' hK.ne', add_div, div_self hK.ne'] at hl
    rw [mul_div_assoc]
    exact mul_le_mul_of_nonneg_left (by linarith) (hw n hn)
```

The upper bound is a constant divided by $K$, so the remainder is squeezed to zero. `squeeze_zero'` needs the bounds only for large $K$, and they hold for all $K>0$.

```lean
/-- For a nondegenerate ground state, the shift minus `S ln K - ∑ w_n ln (E n - E g)` tends
to zero as the cutoff `K` grows. -/
theorem remainder_tendsto (hD : ∀ n, n ≠ g → E g < E n) :
    Tendsto (fun K => shift b P E g K - (strength b P E g * Real.log K - logMoment b P E g))
      atTop (𝓝 0) := by
  refine squeeze_zero' ?_ ?_ (tendsto_const_nhds.div_atTop tendsto_id :
    Tendsto (fun K : ℝ => (∑ n ∈ univ.erase g, weight b P E g n * (E n - E g)) / id K)
      atTop (𝓝 0))
  · filter_upwards [eventually_gt_atTop 0] with K hK
    exact (remainder_bounds b P E g hD hK).1
  · filter_upwards [eventually_gt_atTop 0] with K hK
    exact (remainder_bounds b P E g hD hK).2
```

Replacing $S$ by the double commutator gives the main statement:

$$\Delta(K)-\left(\tfrac12\langle g|[P,[H,P]]|g\rangle\ln K-\sum_{n\ne g}w_n\ln D_n\right)\longrightarrow0\qquad(K\to\infty).$$

Its hypotheses are an orthonormal eigenbasis of $H$ with real energies, a symmetric $P$ and a nondegenerate ground state. Lean writes `.re` because the logarithm has a real coefficient, while the inner product is complex. With a single level, $\Delta$, $S$ and $L$ all vanish and the statement is trivial.

```lean
/-- Let `P` be symmetric and let `H` have an orthonormal eigenbasis with real energies and a
nondegenerate ground state `g`. Then the shift approaches
`½ ⟨g|[P, [H, P]]|g⟩ ln K - ∑ w_n ln (E n - E g)` as the cutoff `K` grows. -/
theorem shift_asymptotics (hE : ∀ n, H (b n) = (E n : ℂ) • b n)
    (hP : LinearMap.IsSymmetric P) (hD : ∀ n, n ≠ g → E g < E n) :
    Tendsto (fun K => shift b P E g K -
      ((⟪b g, doubleCommutator H P (b g)⟫_ℂ).re / 2 * Real.log K - logMoment b P E g))
      atTop (𝓝 0) := by
  have hs := strength_eq_doubleCommutator b H P E g hE hP
  have h : ⟪b g, doubleCommutator H P (b g)⟫_ℂ = ((2 * strength b P E g : ℝ) : ℂ) := by
    push_cast
    linear_combination (-2) * hs
  have h2 : (⟪b g, doubleCommutator H P (b g)⟫_ℂ).re / 2 = strength b P E g := by
    rw [h, Complex.ofReal_re]
    ring
  rw [h2]
  exact remainder_tendsto b P E g hD
```

## One energy scale for all the transitions

Write the asymptotic form with a single scale $\kappa>0$. Since $\ln(K/\kappa)=\ln K-\ln\kappa$,

$$\Delta(K)-S\ln\frac K\kappa\longrightarrow S\ln\kappa-L .$$

If $P$ couples $g$ to some excited state, then $S>0$, and the limit is zero exactly when $\ln\kappa=L/S$, that is, $\kappa=\bar k$. Without any such coupling $\Delta$ and $S$ vanish, and every $\kappa$ would do. The proof first obtains $S>0$ (`hS`) and the limit above (`hlim`); uniqueness of limits then gives one direction, and substituting $\bar k$ gives the other.

```lean
/-- If `P` couples a nondegenerate ground state to some excited state, the Bethe mean
excitation energy is the only `κ > 0` for which the shift approaches `S ln (K / κ)`. -/
theorem shift_tendsto_iff_meanEnergy (hD : ∀ n, n ≠ g → E g < E n)
    (hc : ∃ n, n ≠ g ∧ ⟪b n, P (b g)⟫_ℂ ≠ 0) {κ : ℝ} (hκ : 0 < κ) :
    Tendsto (fun K => shift b P E g K - strength b P E g * Real.log (K / κ)) atTop (𝓝 0)
      ↔ κ = meanEnergy b P E g := by
  have hS : 0 < strength b P E g := by
    obtain ⟨m, hm, hne⟩ := hc
    refine Finset.sum_pos' (fun n hn => mul_nonneg (sq_nonneg _)
      (sub_pos.mpr (hD n (Finset.ne_of_mem_erase hn))).le)
      ⟨m, Finset.mem_erase.mpr ⟨hm, Finset.mem_univ m⟩, ?_⟩
    exact mul_pos (pow_pos (norm_pos_iff.mpr hne) 2) (sub_pos.mpr (hD m hm))
  -- for any κ the difference has the limit S ln κ - ∑ w ln D
  have hlim : Tendsto (fun K => shift b P E g K - strength b P E g * Real.log (K / κ)) atTop
      (𝓝 (0 + (strength b P E g * Real.log κ - logMoment b P E g))) := by
    refine ((remainder_tendsto b P E g hD).add_const _).congr' ?_
    filter_upwards [eventually_gt_atTop 0] with K hK
    rw [Real.log_div hK.ne' hκ.ne']
    ring
  constructor
  · intro h
    have h0 := tendsto_nhds_unique h hlim
    have hl : Real.log κ = logMoment b P E g / strength b P E g := by
      rw [eq_div_iff hS.ne']
      linarith
    rw [meanEnergy, ← hl, Real.exp_log hκ]
  · intro h
    have hl : strength b P E g * Real.log κ = logMoment b P E g := by
      rw [h, meanEnergy, Real.log_exp, mul_div_cancel₀ _ hS.ne']
    rwa [hl, sub_self, add_zero] at hlim
```

The opening atom with $D=1$ and $P_{10}=P_{01}=1$ meets all these hypotheses. There $w=S=1$, $L=0$, $\bar k=1$ and $\Delta(K)=\ln(1+K)$. The theorem below records the hypotheses for this atom; the values follow from the formulas above.

```lean
/-- A two-level system with energies `0` and `1` and the flip operator as `P` has a symmetric
`P`, an energy eigenbasis, a nondegenerate ground state and a nonzero transition element. -/
theorem twoLevel_witness :
    let b := EuclideanSpace.basisFun (Fin 2) ℂ
    let H := Matrix.toEuclideanLin (!![0, 0; 0, 1] : Matrix (Fin 2) (Fin 2) ℂ)
    let P := Matrix.toEuclideanLin (!![0, 1; 1, 0] : Matrix (Fin 2) (Fin 2) ℂ)
    let E : Fin 2 → ℝ := ![0, 1]
    LinearMap.IsSymmetric P ∧ (∀ n, H (b n) = (E n : ℂ) • b n) ∧
      (∀ n, n ≠ 0 → E 0 < E n) ∧ ⟪b 1, P (b 0)⟫_ℂ ≠ 0 := by
  intro b H P E
  refine ⟨?_, ?_, ?_, ?_⟩
  · open Matrix in apply isSymmetric_toEuclideanLin_iff.mpr
    ext i j
    fin_cases i <;> fin_cases j <;> simp
  · intro n
    ext i
    fin_cases n <;> fin_cases i <;> simp [b, H, E, Matrix.toLpLin_apply]
  · intro n hn
    fin_cases n
    · exact absurd rfl hn
    · simp [E]
  · simp [b, P, Matrix.toLpLin_apply, EuclideanSpace.inner_single_left]

end

end BetheRadiativeShift
```

```lean
#print axioms BetheRadiativeShift.shift_asymptotics
-- 'BetheRadiativeShift.shift_asymptotics' depends on axioms: [propext, Classical.choice, Quot.sound]
#print axioms BetheRadiativeShift.shift_tendsto_iff_meanEnergy
-- 'BetheRadiativeShift.shift_tendsto_iff_meanEnergy' depends on axioms: [propext, Classical.choice, Quot.sound]
```

## From a finite basis to the atom

One way to treat hydrogen numerically is to diagonalise the Hamiltonian in a finite set of radial functions. The $1s$ state is coupled by momentum to $p$-type states, some of which stand in for the continuum. Their energies and matrix elements give $w_n$, then $S$ and $L$, each summed over the three Cartesian components of momentum. The low-energy shift is approximately

$$\frac{2\alpha}{3\pi m^2c^2}\,S\ln\frac{K}{\bar k},$$

where $\alpha$ is the fine-structure constant, $m$ the electron mass and $c$ the speed of light. In Bethe's estimate $K$ is set to $mc^2$. The double commutator that matches $S$ is that of the finite matrices, which in general differs from the matrix of the exact double commutator.

The step from this model to the atom is the passage to an infinite spectrum with a continuum. It could be modelled by replacing the weights with a positive measure on the excitation energies $D>0$. The limit would then follow by dominated convergence if the total weight and the integral of $|\ln D|$ were finite, while the sum rule would need conditions on operator domains. The $1/K$ bound would also require a finite integral of $D$, which fails for the hydrogen ground state because the mean square Coulomb force diverges at the nucleus. These remarks about the infinite case are ordinary analysis, not results of the Lean development.
